# Over all orthonormal axes, the sum of root second moments of a positive semidefinite block M has minimum tr √M and maximum √(n tr M)

A code that takes the square root of the second moment orbital by orbital can give two energies for one structure. Take the orbitals p_x and p_y on an atom, with the block M = diag(1, 0). In these axes the roots add up to 1. With the axes turned by 45° about z both second moments are 1/2, and the roots add up to √2. Turning the molecule while the axes stay fixed has the same effect.

Let M be a real positive semidefinite n × n matrix and u₁, …, uₙ an orthonormal basis of ℝⁿ, called a frame. The second moment of an orbital v is μ₂(v) = v·Mv. Over all frames,

tr √M ≤ Σᵢ √μ₂(uᵢ) ≤ √(n tr M),

and each bound is attained by some frame.

## Where the axes enter a second-moment code

In tight-binding second-moment models, M is the on-atom block of H², with H measured from the on-site level. It is positive semidefinite because v·Mv = |Hv|² for an orbital v on the atom. The bond energy is minus a positive prefactor times a root second moment; the prefactor stands for the shape and filling of the assumed local density of states. If the root is taken per orbital with a common prefactor, the greatest sum gives the lowest energy. Both bounds are independent of the axes, so either can replace the frame-dependent sum, though each choice defines a different model.

## Two Cauchy–Schwarz bounds and a sequence of rotations

**Sum rule.** Let U have the rows uᵢ. Then UUᵀ = 1, hence UᵀU = 1, and

Σᵢ μ₂(uᵢ) = tr(UMUᵀ) = tr(MUᵀU) = tr M.

**Minimum.** Let S = √M be the positive semidefinite root. Since |uᵢ| = 1,

uᵢ·Suᵢ ≤ |Suᵢ| = √(uᵢ·S²uᵢ) = √μ₂(uᵢ).

By the sum rule for S, the left sides add up to tr S. If Suᵢ = eᵢuᵢ with eᵢ ≥ 0, then √μ₂(uᵢ) = eᵢ = uᵢ·Suᵢ, so an eigenframe attains the bound.

**Maximum.** Cauchy–Schwarz over the orbitals gives

(Σᵢ √μ₂(uᵢ))² ≤ n Σᵢ μ₂(uᵢ) = n tr M.

A frame in which every moment equals the mean m = tr M / n attains this, because n√m = √(n tr M).

To build such a frame, start from any frame. If some moment differs from m, then one orbital uᵢ lies below m and another, uⱼ, above it, since the deviations add up to zero. Replace the pair by

uᵢ′ = cos θ uᵢ + sin θ uⱼ,
uⱼ′ = cos θ uⱼ − sin θ uᵢ.

The frame stays orthonormal. The moment of uᵢ′ is continuous in θ, below m at θ = 0 and above m at θ = π/2, so some θ gives exactly m. The other orbitals are unchanged, so fewer moments are now off the mean. Repetition ends with all of them equal.

## The definitions and lemmas in Lean

In the file `n` is the finite type that labels the orbitals, and `Fintype.card n` is their number. `IsFrame` states orthonormality, and `orbitalSums M` is the set of values of the sum over all frames. In `orbitalSum_min_max`, `IsLeast` and `IsGreatest` say that the bound holds and that it belongs to this set; `CFC.sqrt M` is √M.

`IsFrame.sum_μ₂` is the sum rule. `isLeast_trace_root` proves the minimum for a block S², with the frame from `exists_eigenframe`. `IsFrame.rotated` keeps the rotated pair orthonormal, and `exists_equal_frame` does the induction on the number of moments off the mean, finding θ by the intermediate value theorem. `isGreatest_sqrt` then gives the maximum, and the last theorem sets S = √M.

```lean
import Mathlib

open Matrix
open scoped MatrixOrder

namespace SecondMomentAxes

noncomputable section

variable {n : Type*} [Fintype n] [DecidableEq n]

/-- A choice of axes: `n` orthonormal orbitals in the `n`-dimensional real orbital space. -/
def IsFrame (u : n → n → ℝ) : Prop :=
  ∀ i j, u i ⬝ᵥ u j = if i = j then 1 else 0

/-- The second moment `⟨v, M v⟩` of the orbital `v`, for the on-atom block `M` of `H²`. -/
def μ₂ (M : Matrix n n ℝ) (v : n → ℝ) : ℝ := v ⬝ᵥ M *ᵥ v

/-- The orbital-resolved sum of the square roots of the second moments. -/
def orbitalSum (M : Matrix n n ℝ) (u : n → n → ℝ) : ℝ := ∑ i, √(μ₂ M (u i))

/-- All values that the orbital-resolved sum takes as the axes vary. -/
def orbitalSums (M : Matrix n n ℝ) : Set ℝ := {E | ∃ u, IsFrame u ∧ orbitalSum M u = E}

/-- The orbitals `i` and `j` are mixed with coefficients `c` and `s`; the others are kept. -/
def mix (u : n → n → ℝ) (i j : n) (c s : ℝ) : n → n → ℝ := fun k =>
  if k = i then c • u i + s • u j else if k = j then c • u j - s • u i else u k

omit [DecidableEq n] in
/-- The second moments of a positive semidefinite block are nonnegative. -/
theorem μ₂_nonneg {M : Matrix n n ℝ} (hM : M.PosSemidef) (v : n → ℝ) : 0 ≤ μ₂ M v := by
  simpa [μ₂] using hM.dotProduct_mulVec_nonneg v

/-- The second moments of the orbitals of any frame add up to the trace. -/
theorem IsFrame.sum_μ₂ {u : n → n → ℝ} (hu : IsFrame u) (M : Matrix n n ℝ) :
    ∑ i, μ₂ M (u i) = M.trace := by
  have hU : Matrix.of u * (Matrix.of u)ᵀ = 1 := by
    ext i j
    rw [Matrix.one_apply, ← hu i j]
    simp [Matrix.mul_apply, dotProduct]
  have h : ∑ i, μ₂ M (u i) = (Matrix.of u * (M * (Matrix.of u)ᵀ)).trace := by
    simp [Matrix.trace, μ₂, Matrix.mul_apply, Matrix.mulVec, dotProduct]
  rw [h, Matrix.trace_mul_comm, Matrix.mul_assoc, mul_eq_one_comm.1 hU, Matrix.mul_one]

/-- A rotation in the plane of two different orbitals turns a frame into a frame. -/
theorem IsFrame.rotated {u : n → n → ℝ} (hu : IsFrame u) {i j : n} (hij : i ≠ j)
    {c s : ℝ} (h : c ^ 2 + s ^ 2 = 1) : IsFrame (mix u i j c s) := by
  have hu' : ∀ a b, u a ⬝ᵥ u b = if a = b then (1 : ℝ) else 0 := hu
  intro k l
  simp only [mix]
  split_ifs <;> simp only [add_dotProduct, sub_dotProduct, dotProduct_add, dotProduct_sub,
    smul_dotProduct, dotProduct_smul, smul_eq_mul, hu'] <;> grind

/-- Some frame gives all orbitals the same second moment, the mean `tr M / n`. -/
theorem exists_equal_frame (M : Matrix n n ℝ) :
    ∃ u, IsFrame u ∧ ∀ i, μ₂ M (u i) = M.trace / (Fintype.card n : ℝ) := by
  obtain ⟨μ, hμ⟩ : ∃ μ, μ = M.trace / (Fintype.card n : ℝ) := ⟨_, rfl⟩
  rw [← hμ]
  -- induction on the number of orbitals whose moment is off the mean
  have key : ∀ (k : ℕ) (u : n → n → ℝ), IsFrame u →
      (Finset.univ.filter fun i => μ₂ M (u i) ≠ μ).card < k →
      ∃ w : n → n → ℝ, IsFrame w ∧ ∀ i, μ₂ M (w i) = μ := by
    intro k
    induction k with
    | zero => intro u _ h; omega
    | succ k ih =>
      intro u hu hk
      by_cases hall : ∀ i, μ₂ M (u i) = μ
      · exact ⟨u, hu, hall⟩
      obtain ⟨a, ha⟩ := not_forall.1 hall
      have : Nonempty n := ⟨a⟩
      have hn : (Fintype.card n : ℝ) ≠ 0 := Nat.cast_ne_zero.2 Fintype.card_ne_zero
      have hm : (Fintype.card n : ℝ) * μ = M.trace := by rw [hμ]; field_simp
      have hsum : ∑ i, (μ₂ M (u i) - μ) = 0 := by
        rw [Finset.sum_sub_distrib, hu.sum_μ₂, Finset.sum_const,
          Finset.card_univ, nsmul_eq_mul, hm, sub_self]
      -- one orbital lies below the mean and one above
      obtain ⟨i, hi⟩ : ∃ i, μ₂ M (u i) < μ := by
        by_contra! h
        exact ha (sub_eq_zero.1 ((Finset.sum_eq_zero_iff_of_nonneg
          fun i _ => sub_nonneg.2 (h i)).1 hsum a (Finset.mem_univ a)))
      obtain ⟨j, hj⟩ : ∃ j, μ < μ₂ M (u j) := by
        by_contra! h
        exact ha (sub_eq_zero.1 ((Finset.sum_eq_zero_iff_of_nonpos
          fun i _ => sub_nonpos.2 (h i)).1 hsum a (Finset.mem_univ a)))
      have hij : i ≠ j := by rintro rfl; linarith
      -- a rotation in their plane brings the first one to the mean
      obtain ⟨θ, hθ⟩ : ∃ θ : ℝ, μ₂ M (Real.cos θ • u i + Real.sin θ • u j) = μ := by
        have hc : Continuous fun θ : ℝ => μ₂ M (Real.cos θ • u i + Real.sin θ • u j) := by
          simp only [μ₂, Matrix.mulVec_add, Matrix.mulVec_smul, add_dotProduct,
            dotProduct_add, smul_dotProduct, dotProduct_smul, smul_eq_mul]
          fun_prop
        exact mem_range_of_exists_le_of_exists_ge hc ⟨0, by simpa using hi.le⟩
          ⟨Real.pi / 2, by simpa using hj.le⟩
      refine ih _ (hu.rotated hij (Real.cos_sq_add_sin_sq θ))
        (lt_of_lt_of_le (Finset.card_lt_card ?_) (Nat.lt_succ_iff.1 hk))
      refine (Finset.ssubset_iff_of_subset fun l hl => ?_).2 ⟨i, ?_, fun h => ?_⟩
      · simp only [Finset.mem_filter, Finset.mem_univ, true_and] at hl ⊢
        by_cases h1 : l = i
        · exact (hl (by simpa [mix, h1] using hθ)).elim
        by_cases h2 : l = j
        · rw [h2]; exact hj.ne'
        · simpa [mix, h1, h2] using hl
      · simpa using hi.ne
      · exact (Finset.mem_filter.1 h).2 (by simpa [mix] using hθ)
  refine key _ (fun i k => if k = i then 1 else 0) (fun i j => ?_) (Nat.lt_succ_self _)
  rcases eq_or_ne i j with rfl | h
  · simp [dotProduct]
  · simp [dotProduct, h, h.symm]

/-- A real symmetric matrix has a frame of eigenvectors. -/
theorem exists_eigenframe {M : Matrix n n ℝ} (hM : M.IsHermitian) :
    ∃ (u : n → n → ℝ) (e : n → ℝ), IsFrame u ∧ ∀ i, M *ᵥ u i = e i • u i := by
  refine ⟨fun i => (hM.eigenvectorBasis i).ofLp, hM.eigenvalues, fun i j => ?_,
    fun i => hM.mulVec_eigenvectorBasis i⟩
  refine Eq.trans ?_ (orthonormal_iff_ite.1 hM.eigenvectorBasis.orthonormal i j)
  simp only [PiLp.inner_apply, dotProduct]
  refine Finset.sum_congr rfl fun k _ => ?_
  simp [mul_comm]

/-- For a positive semidefinite `S`, the least orbital-resolved sum of the block `S²` is
`tr S`, and some frame attains it. -/
theorem isLeast_trace_root {S : Matrix n n ℝ} (hS : S.PosSemidef) :
    IsLeast (orbitalSums (S * S)) S.trace := by
  have hT : Sᵀ = S := by
    rw [← Matrix.conjTranspose_eq_transpose_of_trivial]; exact hS.isHermitian
  have hsq : ∀ v, μ₂ (S * S) v = (S *ᵥ v) ⬝ᵥ (S *ᵥ v) := fun v => by
    unfold μ₂
    rw [← Matrix.mulVec_mulVec, Matrix.dotProduct_mulVec, ← Matrix.mulVec_transpose, hT]
  constructor
  · -- the eigenframe of `S` attains the value
    obtain ⟨u, e, hu, he⟩ := exists_eigenframe hS.isHermitian
    refine ⟨u, hu, ?_⟩
    rw [← hu.sum_μ₂ S]
    unfold orbitalSum
    refine Finset.sum_congr rfl fun i _ => ?_
    have h1 : u i ⬝ᵥ u i = 1 := by simpa using hu i i
    have h2 : μ₂ S (u i) = e i := by simp [μ₂, he, h1]
    have h3 : μ₂ (S * S) (u i) = e i ^ 2 := by rw [hsq, he]; simp [h1, sq]
    have h4 : 0 ≤ e i := by rw [← h2]; exact μ₂_nonneg hS _
    rw [h3, h2, Real.sqrt_sq h4]
  · rintro _ ⟨u, hu, rfl⟩
    rw [← hu.sum_μ₂ S]
    refine Finset.sum_le_sum fun i _ => (le_abs_self _).trans (Real.abs_le_sqrt ?_)
    -- Cauchy-Schwarz for the unit vector `u i` and `S (u i)`
    have h := Finset.sum_mul_sq_le_sq_mul_sq Finset.univ (u i) (S *ᵥ u i)
    have h1 : ∑ k, u i k ^ 2 = 1 := by
      have h0 : u i ⬝ᵥ u i = 1 := by simpa using hu i i
      rw [← h0]; simp [dotProduct, sq]
    rw [h1, one_mul] at h
    rw [hsq]
    simpa only [μ₂, dotProduct, sq] using h

/-- The greatest orbital-resolved sum of a positive semidefinite block `M` is
`√(n tr M)`, and some frame attains it. -/
theorem isGreatest_sqrt {M : Matrix n n ℝ} (hM : M.PosSemidef) :
    IsGreatest (orbitalSums M) √((Fintype.card n : ℝ) * M.trace) := by
  constructor
  · obtain ⟨u, hu, h⟩ := exists_equal_frame M
    generalize M.trace / (Fintype.card n : ℝ) = μ at h
    have ht : M.trace = (Fintype.card n : ℝ) * μ := by rw [← hu.sum_μ₂ M]; simp [h]
    refine ⟨u, hu, ?_⟩
    simp only [orbitalSum, h, Finset.sum_const, Finset.card_univ, nsmul_eq_mul]
    rw [ht, ← mul_assoc, Real.sqrt_mul (mul_self_nonneg _),
      Real.sqrt_mul_self (Nat.cast_nonneg _)]
  · rintro _ ⟨u, hu, rfl⟩
    refine (le_abs_self _).trans (Real.abs_le_sqrt ?_)
    have h := sq_sum_le_card_mul_sum_sq (s := Finset.univ) (f := fun i => √(μ₂ M (u i)))
    have hs : ∀ i, √(μ₂ M (u i)) ^ 2 = μ₂ M (u i) := fun i => Real.sq_sqrt (μ₂_nonneg hM _)
    simp only [hs, hu.sum_μ₂, Finset.card_univ] at h
    exact h

/-- For a positive semidefinite on-atom block `M`, the orbital-resolved sum has, over all
frames, the minimum `tr √M` and the maximum `√(n tr M)`. -/
theorem orbitalSum_min_max {M : Matrix n n ℝ} (hM : M.PosSemidef) :
    IsLeast (orbitalSums M) (CFC.sqrt M).trace ∧
      IsGreatest (orbitalSums M) √((Fintype.card n : ℝ) * M.trace) := by
  have hS : (CFC.sqrt M).PosSemidef := Matrix.nonneg_iff_posSemidef.1 (CFC.sqrt_nonneg M)
  have h := isLeast_trace_root hS
  rw [CFC.sqrt_mul_sqrt_self M (Matrix.nonneg_iff_posSemidef.2 hM)] at h
  exact ⟨h, isGreatest_sqrt hM⟩

end

end SecondMomentAxes
```

```lean
#print axioms SecondMomentAxes.orbitalSum_min_max
-- 'SecondMomentAxes.orbitalSum_min_max' depends on axioms: [propext, Classical.choice, Quot.sound]
```

## Guaranteed for any real positive semidefinite block, with all frames allowed

The theorem takes M as given: its construction from H, and the energy model around it, are left to the code. Orbitals are real and orthonormal, so an overlap matrix needs separate treatment. Rounding errors are not bounded.

The frames include every orthogonal mixing of the orbitals. For a p shell, rotations in space reach both extremes. For a d shell they give only some of the mixings, so the bounds hold but need not be reached by turning the molecule.

The two bounds coincide exactly when M is a multiple of the identity, as it always is for n = 1; this criterion follows from Cauchy–Schwarz for the eigenvalues of √M and is absent from the file.
